# A repulsive point on the model antibonding curve of H₂⁺ implies a polarisation well further out

A proton approaching a hydrogen atom in the antibonding state of H₂⁺ is repelled at moderate separations $R$, but its charge also polarises the atom, and that attraction dies off only as a power of $R$. If the model energy $A R e^{-R} - C/R^4$, in atomic units and measured from the separated proton and atom, with $A$ and $C>0$ setting the strengths of the repulsion and the attraction, is zero or positive at some $R_0>0$, then its lowest value on $[R_0,\infty)$ is negative and is reached beyond $R_0$.

```lean
import Mathlib

open Filter Topology Set

namespace AntibondingPolarisationWell

noncomputable section

/-- Model energy of the antibonding state of H2+ at separation `R > 0`, in atomic units:
exchange repulsion `A R exp(-R)` plus polarisation attraction `-C/R^4`. -/
def antibondingCurve (A C R : ℝ) : ℝ := A * R * Real.exp (-R) - C / R ^ 4

/-- The energy over the common denominator `R^4`. -/
theorem curve_eq (A C : ℝ) {R : ℝ} (hR : R ≠ 0) :
    antibondingCurve A C R = (A * (R ^ 5 * Real.exp (-R)) - C) / R ^ 4 := by
  unfold antibondingCurve
  rw [eq_div_iff (pow_ne_zero 4 hR), sub_mul, div_mul_cancel₀ _ (pow_ne_zero 4 hR)]
  ring

/-- At a separation `R > 0` the energy is negative exactly when `A R^5 exp(-R)` is below `C`. -/
theorem curve_neg_iff (A C : ℝ) {R : ℝ} (hR : 0 < R) :
    antibondingCurve A C R < 0 ↔ A * (R ^ 5 * Real.exp (-R)) < C := by
  rw [curve_eq A C hR.ne', div_lt_iff₀ (by positivity), zero_mul]
  constructor <;> intro h <;> linarith

/-- For `C > 0`, the energy is negative at all sufficiently large separations. -/
theorem eventually_attractive (A : ℝ) {C : ℝ} (hC : 0 < C) :
    ∀ᶠ R in atTop, antibondingCurve A C R < 0 := by
  have h := (Real.tendsto_pow_mul_exp_neg_atTop_nhds_zero 5).const_mul A
  rw [mul_zero] at h
  filter_upwards [h.eventually_lt_const hC, eventually_gt_atTop 0] with R h1 h2
  exact (curve_neg_iff A C h2).2 h1

/-- The slope of the energy curve at a nonzero separation. -/
theorem hasDerivAt_curve (A C : ℝ) {R : ℝ} (hR : R ≠ 0) :
    HasDerivAt (antibondingCurve A C)
      (A * (1 - R) * Real.exp (-R) + 4 * C / R ^ 5) R := by
  have h1 := (hasDerivAt_neg' R).exp
  have h2 : HasDerivAt (fun x : ℝ => A * x) A R := by
    simpa using (hasDerivAt_id' R).const_mul A
  have h3 : HasDerivAt (fun x : ℝ => x ^ 4) (4 * R ^ 3) R := by
    simpa using hasDerivAt_pow 4 R
  have h := (h2.fun_mul h1).fun_sub
    ((hasDerivAt_const R C).fun_div h3 (pow_ne_zero 4 hR))
  refine h.congr_deriv ?_
  have h4 : (0 * R ^ 4 - C * (4 * R ^ 3)) / (R ^ 4) ^ 2 = -(4 * C) / R ^ 5 := by
    rw [div_eq_div_iff (pow_ne_zero 2 (pow_ne_zero 4 hR)) (pow_ne_zero 5 hR)]
    ring
  rw [h4]
  ring

/-- Force balance: at a stationary separation, `A (R-1) exp(-R) R^5 = 4 C`. -/
theorem force_balance {A C R : ℝ} (hR : 0 < R)
    (hs : HasDerivAt (antibondingCurve A C) 0 R) :
    A * (R - 1) * Real.exp (-R) * R ^ 5 = 4 * C := by
  have e := hs.unique (hasDerivAt_curve A C hR.ne')
  have k : A * (R - 1) * Real.exp (-R) = 4 * C / R ^ 5 := by linear_combination e
  rwa [eq_div_iff (pow_ne_zero 5 hR.ne')] at k

/-- For `C > 0`, the energy at a stationary separation `R > 0`, expressed by `C` and `R` alone. -/
theorem stationary_energy {A C R : ℝ} (hC : 0 < C) (hR : 0 < R)
    (hs : HasDerivAt (antibondingCurve A C) 0 R) :
    antibondingCurve A C R = -(C / R ^ 4) * ((R - 5) / (R - 1)) := by
  have k := force_balance hR hs
  -- the forces cannot balance at R = 1
  have h1 : R - 1 ≠ 0 := by
    intro h
    rw [h] at k
    linarith
  have hq : A * (R ^ 5 * Real.exp (-R)) - C = -C * ((R - 5) / (R - 1)) := by
    rw [← mul_div_assoc, eq_div_iff h1]
    linear_combination k
  rw [curve_eq A C hR.ne', hq]
  ring

/-- Long-range well: for `C > 0`, if the energy is nonnegative at some `R0 > 0`, then on `[R0, ∞)`
it attains a minimum at some `R1 > R0`, and the minimum energy is negative. -/
theorem exists_long_range_well {A C R0 : ℝ} (hC : 0 < C) (hR0 : 0 < R0)
    (hf : 0 ≤ antibondingCurve A C R0) :
    ∃ R1, R0 < R1 ∧ IsMinOn (antibondingCurve A C) (Ici R0) R1 ∧
      antibondingCurve A C R1 < 0 := by
  -- the energy vanishes at infinity
  have hlim : Tendsto (antibondingCurve A C) atTop (𝓝 0) := by
    have h1 := (Real.tendsto_pow_mul_exp_neg_atTop_nhds_zero 1).const_mul A
    have h2 : Tendsto (fun x : ℝ => C / x ^ 4) atTop (𝓝 0) :=
      tendsto_const_nhds.div_atTop (tendsto_pow_atTop (by norm_num))
    have h := h1.sub h2
    rw [mul_zero, sub_zero] at h
    exact h.congr (fun x => by simp only [antibondingCurve]; ring)
  -- a separation R2 with negative energy, and T beyond which the energy is higher
  obtain ⟨R2, hneg, h2⟩ :=
    ((eventually_attractive A hC).and (eventually_gt_atTop R0)).exists
  obtain ⟨T, hT⟩ := eventually_atTop.1 (hlim.eventually_const_lt hneg)
  have hmem : R2 ∈ Icc R0 (max T R2) := ⟨h2.le, le_max_right T R2⟩
  have hcont : ContinuousOn (antibondingCurve A C) (Icc R0 (max T R2)) := fun x hx =>
    (hasDerivAt_curve A C (hR0.trans_le hx.1).ne').continuousAt.continuousWithinAt
  obtain ⟨R1, hR1, hmin⟩ := isCompact_Icc.exists_isMinOn ⟨R2, hmem⟩ hcont
  have h12 := isMinOn_iff.1 hmin R2 hmem
  refine ⟨R1, lt_of_le_of_ne hR1.1 ?_, isMinOn_iff.2 ?_, h12.trans_lt hneg⟩
  · intro h
    rw [h] at hf
    linarith
  · intro R hR
    rcases le_total R (max T R2) with h | h
    · exact isMinOn_iff.1 hmin R ⟨hR, h⟩
    · exact h12.trans (hT R ((le_max_left T R2).trans h)).le

/-- For `C > 0`, if the energy is nonnegative at some `R0 > 0`, then every minimiser `R1` of the
energy on `[R0, ∞)` lies beyond 5 bohr, and the energy there is `-(C/R1^4) (R1-5)/(R1-1)`. -/
theorem well_position_and_energy {A C R0 R1 : ℝ} (hC : 0 < C) (hR0 : 0 < R0)
    (hf : 0 ≤ antibondingCurve A C R0) (h01 : R0 ≤ R1)
    (hmin : IsMinOn (antibondingCurve A C) (Ici R0) R1) :
    5 < R1 ∧ antibondingCurve A C R1 = -(C / R1 ^ 4) * ((R1 - 5) / (R1 - 1)) := by
  obtain ⟨R2, h2, -, hneg2⟩ := exists_long_range_well hC hR0 hf
  have hneg := (isMinOn_iff.1 hmin R2 h2.le).trans_lt hneg2
  have hlt : R0 < R1 := lt_of_le_of_ne h01 (fun h => by rw [h] at hf; linarith)
  have hR1 : 0 < R1 := hR0.trans hlt
  -- an interior minimum is stationary
  have d := hasDerivAt_curve A C hR1.ne'
  have hs := d.congr_deriv ((hmin.isLocalMin (Ici_mem_nhds hlt)).hasDerivAt_eq_zero d)
  refine ⟨?_, stationary_energy hC hR1 hs⟩
  have hA : 0 < A := by
    have h0 : C ≤ A * (R0 ^ 5 * Real.exp (-R0)) :=
      not_lt.1 (fun h => not_lt.2 hf ((curve_neg_iff A C hR0).2 h))
    have hp : 0 ≤ R0 ^ 5 * Real.exp (-R0) := by positivity
    by_contra h
    nlinarith [mul_nonneg (sub_nonneg.2 (not_lt.1 h)) hp]
  have k := force_balance hR1 hs
  have hlow := (curve_neg_iff A C hR1).1 hneg
  have hP : 0 < A * (R1 ^ 5 * Real.exp (-R1)) := by positivity
  by_contra h
  nlinarith [mul_nonneg hP.le (sub_nonneg.2 (not_lt.1 h))]

/-- For `A > 0`, the energy is positive at some `R > 0` exactly when `C < A 5^5 exp(-5)`. -/
theorem repulsive_region_iff {A C : ℝ} (hA : 0 < A) :
    (∃ R, 0 < R ∧ 0 < antibondingCurve A C R) ↔ C < A * (5 ^ 5 * Real.exp (-5)) := by
  constructor
  · rintro ⟨R, hR, h⟩
    rw [curve_eq A C hR.ne', lt_div_iff₀ (by positivity), zero_mul] at h
    -- R^5 exp(-R) is largest at R = 5
    have h1 : R / 5 ≤ Real.exp (R / 5 - 1) := by
      linarith [Real.add_one_le_exp (R / 5 - 1)]
    have h2 : Real.exp (R / 5 - 1) ^ 5 = Real.exp (R - 5) := by
      rw [← Real.exp_nat_mul]
      congr 1
      push_cast
      ring
    have h3 : (R / 5) ^ 5 ≤ Real.exp (R - 5) := by
      rw [← h2]
      exact pow_le_pow_left₀ (by positivity) h1 5
    have h4 : Real.exp (R - 5) * Real.exp (-R) = Real.exp (-5) := by
      rw [← Real.exp_add]
      congr 1
      ring
    have h5 := mul_le_mul_of_nonneg_right h3 (Real.exp_pos (-R)).le
    rw [h4] at h5
    have h6 : R ^ 5 * Real.exp (-R) ≤ 5 ^ 5 * Real.exp (-5) := by linarith
    have h7 := mul_le_mul_of_nonneg_left h6 hA.le
    linarith
  · intro h
    refine ⟨5, by norm_num, ?_⟩
    rw [curve_eq A C (by norm_num)]
    exact div_pos (sub_pos.2 h) (by norm_num)

/-- For `C > 0` and any `R0 > 0`, the model energy falls below every bound `M` somewhere between `0`
and `R0`. -/
theorem unbounded_below_at_short_range (A M : ℝ) {C R0 : ℝ} (hC : 0 < C) (hR0 : 0 < R0) :
    ∃ R, 0 < R ∧ R < R0 ∧ antibondingCurve A C R < M := by
  have hK : 0 < |A| + |M| + 1 := by positivity
  obtain ⟨R, hR, hRlt⟩ := exists_between
    (lt_min (lt_min one_pos hR0) (div_pos hC hK))
  have hR1 : R < 1 := hRlt.trans_le ((min_le_left _ _).trans (min_le_left _ _))
  have hR2 : R < R0 := hRlt.trans_le ((min_le_left _ _).trans (min_le_right _ _))
  have hR3 : R * (|A| + |M| + 1) < C :=
    (lt_div_iff₀ hK).1 (hRlt.trans_le (min_le_right _ _))
  refine ⟨R, hR, hR2, ?_⟩
  -- the repulsion is at most |A|, the attraction at least |A| + |M| + 1
  have he : Real.exp (-R) ≤ 1 := Real.exp_le_one_iff.2 (by linarith)
  have hp : R * Real.exp (-R) ≤ 1 := mul_le_one₀ hR1.le (Real.exp_pos _).le he
  have hp0 : 0 ≤ R * Real.exp (-R) := by positivity
  have h1 := mul_le_mul_of_nonneg_right (le_abs_self A) hp0
  have h2 := mul_le_mul_of_nonneg_left hp (abs_nonneg A)
  have h3 : R ^ 4 ≤ R := pow_le_of_le_one hR.le hR1.le (by norm_num)
  have h4 : |A| + |M| + 1 ≤ C / R ^ 4 := by
    rw [le_div_iff₀ (by positivity)]
    linarith [mul_le_mul_of_nonneg_left h3 hK.le]
  unfold antibondingCurve
  linarith [neg_abs_le M]

end

end AntibondingPolarisationWell
```

```lean
#print axioms AntibondingPolarisationWell.exists_long_range_well
#print axioms AntibondingPolarisationWell.well_position_and_energy
#print axioms AntibondingPolarisationWell.repulsive_region_iff
#print axioms AntibondingPolarisationWell.unbounded_below_at_short_range
```

```
'AntibondingPolarisationWell.exists_long_range_well' depends on axioms: [propext, Classical.choice, Quot.sound]
'AntibondingPolarisationWell.well_position_and_energy' depends on axioms: [propext, Classical.choice, Quot.sound]
'AntibondingPolarisationWell.repulsive_region_iff' depends on axioms: [propext, Classical.choice, Quot.sound]
'AntibondingPolarisationWell.unbounded_below_at_short_range' depends on axioms: [propext, Classical.choice, Quot.sound]
```

## The energy curve and its two constants

The function `antibondingCurve A C R` is

$$f(R) = A R e^{-R} - \frac{C}{R^4},$$

with $R$ in bohr and $f$ in hartree. The zero of energy is the separated proton and hydrogen atom. The word "repulsive", said of a point or a region, refers here to the sign of $f$ and not to the direction of the force.

The first term is called exchange repulsion, although H₂⁺ has only one electron: it is the energy cost of placing that electron in the antisymmetric combination of the two sites. The constant $A$ sets its size. The second term is the energy of a dipole induced by a unit charge, so $C$ stands for half the dipole polarisability of the atom. For ground-state hydrogen the polarisability is $9/2$ in atomic units, which gives $C = 9/4$.

In Lean, `A`, `C` and `R` are arbitrary real numbers, and each theorem adds the conditions that it needs. The curve itself is postulated, not derived from the Schrödinger equation. It leaves out higher multipoles and further short-range terms, and it treats the nuclei as fixed. A well in $f$ is therefore a well in a potential curve; whether it holds a vibrational level is a separate question.

## What the theorems say about the well

The central theorem is `exists_long_range_well`. It assumes $C>0$, $R_0>0$ and $f(R_0)\ge 0$, and it gives an $R_1>R_0$ with $f(R_1)<0$ such that $f(R_1)\le f(R)$ for every $R\ge R_0$. The set $[R_0,\infty)$ is written `Ici R0`, and `IsMinOn` expresses the comparison with all its points. Positivity of $A$ is not assumed, because it follows from $f(R_0)\ge 0$.

The theorem `well_position_and_energy` takes any minimiser $R_1$ on $[R_0,\infty)$, under the same hypotheses, and shows that

$$R_1>5, \qquad f(R_1) = -\frac{C}{R_1^4}\,\frac{R_1-5}{R_1-1}.$$

Two further theorems mark the limits of the picture. For $A>0$, `repulsive_region_iff` says that $f$ is positive somewhere on $R>0$ exactly when $C < A\,5^5e^{-5}$. And `unbounded_below_at_short_range` says that for $C>0$ the energy drops below any bound as $R$ becomes small. On the whole half-line $R>0$ there is thus no lowest energy, which is why the well is sought on $[R_0,\infty)$. The collapse at small $R$ is a defect of using $-C/R^4$ where the charge is no longer outside the atom.

## Why a minimum exists beyond the repulsive point

For $R>0$, put the energy over a common denominator:

$$f(R) = \frac{A R^5 e^{-R} - C}{R^4}.$$

This is `curve_eq`. Since $R^4>0$, the energy is negative exactly when $A R^5e^{-R}<C$, which is `curve_neg_iff`. The exponential beats the fifth power, so $A R^5e^{-R}\to 0$, and $f$ is negative at all sufficiently large $R$. The lemma `eventually_attractive` states this with the filter `atTop`, Lean's way of saying "for all large enough $R$".

Both terms of $f$ also tend to zero, so $f(R)\to 0$ as $R\to\infty$; this is `hlim` in the proof. The argument then runs as follows.

1. Choose $R_2>R_0$ with $f(R_2)<0$.
2. Since $f\to 0 > f(R_2)$, there is a $T$ such that $f(R)>f(R_2)$ for all $R\ge T$.
3. On the closed interval from $R_0$ to $\max(T,R_2)$ the function is continuous, so it attains a minimum there, at some $R_1$. In Lean this is `isCompact_Icc.exists_isMinOn`, with continuity taken from the derivative.
4. The interval contains $R_2$, so $f(R_1)\le f(R_2)<0$. Because $f(R_0)\ge 0$, the point $R_1$ is not $R_0$, and hence $R_1>R_0$.
5. Beyond the interval, $f(R)>f(R_2)\ge f(R_1)$. So $R_1$ is a minimiser on all of $[R_0,\infty)$.

In the Lean proof, the two outer bullets show that $R_1\ne R_0$ and that $R_1$ is a minimiser on all of $[R_0,\infty)$. The second of them splits according to whether $R$ lies inside the interval or beyond it.

## Force balance fixes the depth

Differentiation gives

$$f'(R) = A(1-R)e^{-R} + \frac{4C}{R^5},$$

which is `hasDerivAt_curve`. At a stationary point $f'(R)=0$, and multiplication by $R^5$ yields the balance of forces in `force_balance`:

$$A(R-1)e^{-R}R^5 = 4C.$$

Since $C>0$, the value $R=1$ is impossible, so we may divide by $R-1$ and get $A R^5e^{-R} = 4C/(R-1)$. Substitution into the common-denominator form eliminates $A$:

$$R^4 f(R) = \frac{4C}{R-1} - C = -C\,\frac{R-5}{R-1}.$$

Division by $R^4$ gives `stationary_energy`.

To apply this to a minimiser $R_1$ on $[R_0,\infty)$, we first need it to be an interior point. The existence theorem supplies a negative energy somewhere on the half-line, so $f(R_1)<0$ and $R_1\ne R_0$. An interior minimum has zero slope, and the energy formula follows.

For the position, write $P = A R_1^5e^{-R_1}$. From $f(R_0)\ge 0$ we have $A R_0^5e^{-R_0}\ge C>0$, so $A>0$ and $P>0$. Negative energy at $R_1$ means $P<C$, and force balance reads $(R_1-1)P=4C$. Therefore $(R_1-1)P>4P$, and $R_1>5$. Lean argues by contradiction and leaves the final inequality to `nlinarith`. The bound is not sharp: ordinary calculation shows that under these hypotheses the minimum never lies closer in than about $7.57$ bohr, its position in the limiting case treated below.

## How strong the polarisation may be

A positive energy requires $A R^5e^{-R}>C$ for some $R>0$, so with $A>0$ the question is how large $R^5e^{-R}$ can become. Take the inequality $x+1\le e^x$ at $x=R/5-1$:

$$\frac R5 \le e^{R/5-1}.$$

Both sides are positive, so the fifth power preserves the order and gives $(R/5)^5\le e^{R-5}$. Multiplication by $5^5e^{-R}$ yields $R^5e^{-R}\le 5^5e^{-5}$. A positive energy anywhere therefore forces $C<A\,5^5e^{-5}$. Conversely, if this inequality holds, $f(5)>0$. The names `h1` to `h6` in `repulsive_region_iff` follow these lines.

The collapse at short range needs only crude estimates. Given a bound $M$, choose a positive $R$ smaller than $1$, $R_0$ and $C/(|A|+|M|+1)$. The repulsion is then at most $|A|$. Since $R^4\le R$, the attraction satisfies $C/R^4\ge C/R>|A|+|M|+1$. Hence $f(R)<-|M|-1<M$.

## When the energy only just reaches zero

The limiting case is $C = A\,5^5e^{-5}$ with $A>0$. The energy is then zero at $R=5$ and positive nowhere. The existence theorem still applies with $R_0=5$, because it asks only for $f(R_0)\ge 0$. The force-balance equation puts the minimum near $7.57$ bohr, whatever the value of $A$. So a well can accompany a curve whose energy is nowhere positive. Touching zero is not necessary either: if $C$ is slightly larger, the energy is negative everywhere but the curve still has a local minimum, a case that the existence theorem does not cover.

## Locating the well numerically

In a program, the minimum is conveniently found as a root of

$$g(R) = A(R-1)R^5e^{-R} - 4C.$$

When $f$ is positive somewhere on $R>0$, $g(5) = 4(A\,5^5e^{-5}-C)$ is positive, while $g$ is negative at large $R$. Bisection can start at $5$, with an upper end found by stepping outwards until the sign changes. Beyond $5$ the first term of $g$ rises up to $R=(7+\sqrt{29})/2\approx 6.19$ and then falls to zero, so there is just one root to find.

For H₂⁺ the leading long-range exchange term has $A = 2/e$. With $C=9/4$, the root is $R_1\approx 12.6$ bohr, and the energy formula gives $f(R_1)\approx -5.8\times10^{-5}$ hartree. These figures, like the root count above, come from ordinary calculation with the formulas and not from the Lean file.

For electronic-structure practice, this two-term, fixed-nuclei model shows that a scan of the antibonding curve may look purely repulsive merely because it stops too early. The basis matters as well: with a single 1s function on each nucleus, the atom has no p functions with which to form the induced dipole, and the $-C/R^4$ attraction is missing from the computed curve.
